# Pseudomomentum of classical charges in a uniform magnetic field, and the centre-of-mass kinetic energy of a neutral pair

## Particles, field and pseudomomentum

Finitely many classical, non-relativistic particles, labelled by i, have masses m_i, charges q_i, positions r_i and velocities v_i. They move in a magnetic field B that is uniform and constant in time. Units are such that the magnetic force is q v × B.

In Lean 4 with Mathlib:

```lean
import Mathlib

open Matrix

namespace PseudomomentumInMagneticField

noncomputable section
```

A vector is a triple of real Cartesian components, numbered 0, 1, 2. Squared lengths are written as dot products, `⬝ᵥ` in the code, and `⨯₃` is the cross product.

```lean
/-- Vectors of three-dimensional space, in Cartesian components. -/
abbrev Vec := Fin 3 → ℝ
```

The pseudomomentum is

K = Σ_i (m_i v_i + q_i B × r_i).

```lean
variable {ι : Type*} [Fintype ι]

/-- The pseudomomentum `∑ (m v + q B × r)` of particles with masses `m`, charges `q`,
positions `r` and velocities `v` in a uniform magnetic field `B`. -/
def pseudomomentum (m q : ι → ℝ) (B : Vec) (r v : ι → Vec) : Vec :=
  ∑ i, (m i • v i + q i • (B ⨯₃ r i))
```

Each particle obeys Newton's equation with the magnetic force and a further force f_i:

m_i r_i'' = q_i r_i' × B + f_i.

The predicate `LorentzMotion` says that v_i is the derivative of r_i, that v_i has a derivative a, and that the equation holds with this a, for every particle at every real time. The f_i are given as functions of time. No force law is assumed, so they may be Coulomb forces or anything else; for a neutral system they may include the force of a uniform electric field without changing the sum of the f_i. Spin and radiation are left out.

```lean
/-- Newton's equations `m r'' = q r' × B + f` for every particle at every time, where `v` is
the velocity and `f` the force other than the magnetic one. -/
def LorentzMotion (m q : ι → ℝ) (B : Vec) (r v f : ι → ℝ → Vec) : Prop :=
  ∀ i t, HasDerivAt (r i) (v i t) t ∧
    ∃ a, HasDerivAt (v i) a t ∧ m i • a = q i • (v i t ⨯₃ B) + f i t
```

## (a) Differentiating B × x

Let x(t) be a differentiable vector. Show that

d/dt (B × x) = B × x'.

**Solution.** The component with index 0 is B_1 x_2 − B_2 x_1. Since B is constant, its derivative is B_1 x_2' − B_2 x_1', which is the same component of B × x'. The other two follow by cyclic permutation.

The proof uses the same linearity without components: x ↦ B × x is a continuous linear map, and the chain rule does the rest.

```lean
/-- The cross product of a fixed vector with a moving one is differentiated by
differentiating the moving vector. -/
theorem hasDerivAt_cross (B : Vec) {x : ℝ → Vec} {x' : Vec} {t : ℝ}
    (h : HasDerivAt x x' t) : HasDerivAt (fun s => B ⨯₃ x s) (B ⨯₃ x') t :=
  (LinearMap.toContinuousLinearMap (crossProduct B)).hasFDerivAt.comp_hasDerivAt t h
```

## (b) The rate of change of K

Show that along any motion obeying Newton's equation

dK/dt = Σ_i f_i.

**Solution.** Differentiate term by term, using (a), and insert Newton's equation:

dK/dt = Σ_i (m_i v_i' + q_i B × v_i)

= Σ_i (q_i v_i × B + f_i + q_i B × v_i).

Because B × v_i = −v_i × B, the magnetic terms cancel particle by particle, and Σ_i f_i remains.

In the code, `choose` names the accelerations, `hK` is the first line above, the rewriting with `hma` and `cross_anticomm` inserts Newton's equation and reverses the cross product, and `module` performs the cancellation.

```lean
/-- The rate of change of the pseudomomentum is the sum of the non-magnetic forces. -/
theorem hasDerivAt_pseudomomentum {m q : ι → ℝ} {B : Vec} {r v f : ι → ℝ → Vec}
    (h : LorentzMotion m q B r v f) (t : ℝ) :
    HasDerivAt (fun s => pseudomomentum m q B (fun i => r i s) (fun i => v i s))
      (∑ i, f i t) t := by
  choose a ha hma using fun i => (h i t).2
  have hK : HasDerivAt (fun s => ∑ i, (m i • v i s + q i • (B ⨯₃ r i s)))
      (∑ i, (m i • a i + q i • (B ⨯₃ v i t))) t :=
    HasDerivAt.fun_sum fun i _ => ((ha i).const_smul (m i)).fun_add
      ((hasDerivAt_cross B (h i t).1).const_smul (q i))
  -- the magnetic force cancels against the derivative of `q B × r`
  refine hK.congr_deriv (Finset.sum_congr rfl fun i _ => ?_)
  rw [hma i, ← cross_anticomm B (v i t)]
  module
```

## (c) When K is constant

Show that

K(s) = K(t) for all s, t ⇔ Σ_i f_i(t) = 0 for all t.

**Solution.** If K is constant, its derivative is zero. By (b) that derivative is also Σ_i f_i, and a derivative is unique, so the sum vanishes at each time. Conversely, if the sum vanishes at all times, K has zero derivative on the whole time axis and is therefore constant.

Internal forces that obey Newton's third law satisfy the right-hand side. The two directions of the proof are the two halves of this argument.

```lean
/-- The pseudomomentum is constant in time if and only if the non-magnetic forces sum to
zero at every time. -/
theorem pseudomomentum_conserved_iff {m q : ι → ℝ} {B : Vec} {r v f : ι → ℝ → Vec}
    (h : LorentzMotion m q B r v f) :
    (∀ s t, pseudomomentum m q B (fun i => r i s) (fun i => v i s) =
      pseudomomentum m q B (fun i => r i t) (fun i => v i t)) ↔ ∀ t, ∑ i, f i t = 0 := by
  constructor
  · intro hc t
    have h0 := (hasDerivAt_const t
      (pseudomomentum m q B (fun i => r i t) (fun i => v i t))).congr_of_eventuallyEq
        (Filter.Eventually.of_forall fun s => hc s t)
    exact (hasDerivAt_pseudomomentum h t).unique h0
  · intro hf
    exact is_const_of_deriv_eq_zero
      (fun t => (hasDerivAt_pseudomomentum h t).differentiableAt)
      (fun t => (hasDerivAt_pseudomomentum h t).deriv.trans (hf t))
```

## (d) Moving the origin

Displace every particle by the same vector a, leaving the velocities alone. With total charge Q = Σ_i q_i, show that

K(r + a, v) = K(r, v) + Q B × a.

**Solution.** Each term gains q_i B × a, because B × (r_i + a) = B × r_i + B × a. Summing over i gives Q B × a. For a neutral system K does not depend on the choice of origin.

The proof distributes the cross product and the sum, then reorders the terms.

```lean
/-- Displacing all particles by `a` changes the pseudomomentum by the total charge
times `B × a`. -/
theorem pseudomomentum_translate (m q : ι → ℝ) (B a : Vec) (r v : ι → Vec) :
    pseudomomentum m q B (fun i => r i + a) v =
      pseudomomentum m q B r v + (∑ i, q i) • (B ⨯₃ a) := by
  simp only [pseudomomentum, map_add, smul_add, Finset.sum_add_distrib, Finset.sum_smul]
  abel
```

## Two particles: centre-of-mass velocity and an energy function

From here on there are two particles. Particle 0 has mass m_e and charge −e, particle 1 has mass m_p and charge +e. Write M = m_e + m_p, and let r = r_0 − r_1 be the separation. The centre-of-mass velocity is V = (m_e v_0 + m_p v_1)/M. The theorems require only M ≠ 0, which positive masses guarantee.

```lean
/-- The centre-of-mass velocity of two particles with masses `me` and `mp`, for
`me + mp ≠ 0`. -/
def cmVelocity (me mp : ℝ) (v : Fin 2 → Vec) : Vec :=
  (me + mp)⁻¹ • (me • v 0 + mp • v 1)
```

The next definition names a function W(K, r) of a pseudomomentum and a separation. Its connection with the motion is the subject of (f).

```lean
/-- The energy `K²/2M + (e/M)(K × B)·r + e²|B × r|²/2M` as a function of the pseudomomentum
`K` and the separation `r`, for total mass `M ≠ 0`. -/
def motionalEnergy (M e : ℝ) (B K r : Vec) : ℝ :=
  (K ⬝ᵥ K) / (2 * M) + e / M * ((K ⨯₃ B) ⬝ᵥ r) +
    e ^ 2 * ((B ⨯₃ r) ⬝ᵥ (B ⨯₃ r)) / (2 * M)
```

## (e) The square of K + e B × r

For arbitrary vectors K, B and r, show that

|K + e B × r|² = |K|² + 2e (K × B)·r + e² |B × r|².

**Solution.** Expanding the square gives the cross term 2e K·(B × r). Both K·(B × r) and (K × B)·r are the determinant with rows K, B, r, so they are equal.

The code writes all products in components and leaves the polynomial identity to `ring`.

```lean
/-- The square of `K + e B × r`, with the cross term written as `(K × B)·r`. -/
theorem kinetic_momentum_sq (e : ℝ) (B K r : Vec) :
    (K + e • (B ⨯₃ r)) ⬝ᵥ (K + e • (B ⨯₃ r)) =
      K ⬝ᵥ K + 2 * e * ((K ⨯₃ B) ⬝ᵥ r) + e ^ 2 * ((B ⨯₃ r) ⬝ᵥ (B ⨯₃ r)) := by
  simp only [cross_apply, dotProduct, Fin.sum_univ_three, Pi.add_apply, Pi.smul_apply,
    smul_eq_mul, Matrix.cons_val]
  ring
```

## (f) Centre-of-mass energy of the neutral pair

Show that at any instant

M V = K + e B × r,

M|V|²/2 = |K|²/2M + (e/M)(K × B)·r + e² |B × r|²/2M.

**Solution.** With the two charges inserted,

K = m_e v_0 + m_p v_1 − e B × r_0 + e B × r_1 = M V − e B × r,

which is the first equation. Then M|V|²/2 = |M V|²/2M, and the square is the one found in (e). Dividing its three terms by 2M gives the second equation.

This holds for any positions and velocities; no equation of motion enters. In the statement, `![me, mp]` and `![-e, e]` list the masses and charges, and the right-hand side of the energy equation is `motionalEnergy`. In the proof, `hP` is the momentum equation and `key` the division by 2M.

The term linear in r is the energy of the pair in an electric field K × B/M. It is the classical form of the motional Stark term in models of Rydberg atoms moving through a magnetic field, here for two point charges without spin.

```lean
/-- For charges `-e` and `+e` with separation `r`, the centre-of-mass momentum is
`K + e B × r`, and the centre-of-mass kinetic energy is
`K²/2M + (e/M)(K × B)·r + e²|B × r|²/2M`. -/
theorem neutral_pair_cm_energy {me mp : ℝ} (hM : me + mp ≠ 0) (e : ℝ) (B : Vec)
    (r v : Fin 2 → Vec) :
    (me + mp) • cmVelocity me mp v =
        pseudomomentum ![me, mp] ![-e, e] B r v + e • (B ⨯₃ (r 0 - r 1)) ∧
      (me + mp) / 2 * (cmVelocity me mp v ⬝ᵥ cmVelocity me mp v) =
        motionalEnergy (me + mp) e B (pseudomomentum ![me, mp] ![-e, e] B r v)
          (r 0 - r 1) := by
  have hP : (me + mp) • cmVelocity me mp v =
      pseudomomentum ![me, mp] ![-e, e] B r v + e • (B ⨯₃ (r 0 - r 1)) := by
    simp only [cmVelocity, pseudomomentum, Fin.sum_univ_two, smul_inv_smul₀ hM,
      Matrix.cons_val, map_sub]
    module
  refine ⟨hP, ?_⟩
  -- divide the squared momentum by twice the total mass
  have key : ∀ M x a b c : ℝ, M ≠ 0 → M * M * x = a + 2 * e * b + e ^ 2 * c →
      M / 2 * x = a / (2 * M) + e / M * b + e ^ 2 * c / (2 * M) := by
    intro M x a b c h0 h
    have h1 : M / 2 * x = (M * M * x) / (2 * M) := by field_simp
    rw [h1, h]
    field_simp
  refine key _ _ _ _ _ hM ?_
  rw [← kinetic_momentum_sq, ← hP]
  simp only [smul_dotProduct, dotProduct_smul, smul_eq_mul]
  ring
```

## (g) Total kinetic energy at fixed K

Let the pair obey Newton's equation with f_0 + f_1 = 0 at all times, and let K_0 be the pseudomomentum at some time t₀. Show that at every time t

m_e|v_0|²/2 + m_p|v_1|²/2 = μ|v_0 − v_1|²/2 + W(K_0, r(t)), with μ = m_e m_p/M.

**Solution.** Let w = v_0 − v_1. Then

v_0 = V + (m_p/M) w,

v_1 = V − (m_e/M) w.

In the total kinetic energy the terms in V·w cancel, and the terms in |w|² add up to

(m_e m_p² + m_p m_e²)|w|²/2M² = μ|w|²/2.

What remains is M|V|²/2, which by (f) is W(K(t), r(t)). By (c), K(t) = K_0.

The balance of forces is needed. Take B ≠ 0 and two unit masses, at rest at time 0 at different points of a line parallel to B, and let the total non-magnetic forces be f_0 = f_1 = u with u ≠ 0 parallel to B. Both particles move along that line, so the magnetic force vanishes, v_0 = v_1 = t u, and r is constant and parallel to B. The left-hand side is t²|u|². Since B × r = 0, K_0 = 2t₀ u, and K_0 × B = 0 as well, so the right-hand side is |K_0|²/4 = t₀²|u|². The two differ unless t² = t₀².

The proof takes the steps in the opposite order: the first `rw` replaces K_0 by K(t) and W by M|V|²/2, and the remaining lines verify the splitting into relative and centre-of-mass motion.

```lean
/-- Along a motion of charges `-e` and `+e` with opposite non-magnetic forces, the total
kinetic energy is that of the relative motion plus the motional energy at the separation of
that instant, with the pseudomomentum taken at any one time `t₀`. -/
theorem neutral_pair_kinetic_energy {me mp e : ℝ} (hM : me + mp ≠ 0) {B : Vec}
    {r v f : Fin 2 → ℝ → Vec} (h : LorentzMotion ![me, mp] ![-e, e] B r v f)
    (hf : ∀ t, ∑ i, f i t = 0) (t₀ t : ℝ) :
    me / 2 * (v 0 t ⬝ᵥ v 0 t) + mp / 2 * (v 1 t ⬝ᵥ v 1 t) =
      me * mp / (me + mp) / 2 * ((v 0 t - v 1 t) ⬝ᵥ (v 0 t - v 1 t)) +
        motionalEnergy (me + mp) e B
          (pseudomomentum ![me, mp] ![-e, e] B (fun i => r i t₀) (fun i => v i t₀))
          (r 0 t - r 1 t) := by
  -- conservation moves the pseudomomentum from `t₀` to `t`
  rw [(pseudomomentum_conserved_iff h).2 hf t₀ t,
    ← (neutral_pair_cm_energy hM e B (fun i => r i t) (fun i => v i t)).2]
  -- what remains is the splitting into relative and centre-of-mass motion
  simp only [cmVelocity, smul_dotProduct, dotProduct_smul, add_dotProduct, dotProduct_add,
    sub_dotProduct, dotProduct_sub, smul_eq_mul, dotProduct_comm (v 1 t) (v 0 t)]
  field_simp
  ring
```

## (h) A pair drifting across the field

Let both particles have the constant velocity u, with r_0 = t u and r_1 = t u + c u × B for a real number c. Let f_0 = e u × B and f_1 = −e u × B. Show that Newton's equations hold and the forces balance:

m_e v_0' = −e u × B + f_0,

m_p v_1' = e u × B + f_1,

f_0 + f_1 = 0.

**Solution.** The positions have derivative u, and u is constant, so both left-hand sides of Newton's equations are zero. Each f_i is the negative of the magnetic force on its particle, so both right-hand sides are zero too. The two forces are opposite by construction.

This motion satisfies the assumptions of (g) whenever M ≠ 0. If u is not parallel to B and ec > 0, the particles are separated and the forces f_i are attractive. In the code, `hu` differentiates t u, and `simp` checks the force balance.

```lean
/-- Charges `-e` and `+e` moving with common velocity `u` at fixed separation along `u × B`,
under opposite forces `±e u × B`, satisfy Newton's equations, and these forces sum to zero. -/
theorem lorentzMotion_witness (me mp e c : ℝ) (B u : Vec) :
    LorentzMotion ![me, mp] ![-e, e] B
        ![fun t => t • u, fun t => t • u + c • (u ⨯₃ B)] (fun _ _ => u)
        ![fun _ => e • (u ⨯₃ B), fun _ => -(e • (u ⨯₃ B))] ∧
      ∀ t : ℝ, ∑ i, (![fun _ => e • (u ⨯₃ B), fun _ => -(e • (u ⨯₃ B))] :
        Fin 2 → ℝ → Vec) i t = 0 := by
  have hu : ∀ t : ℝ, HasDerivAt (fun s : ℝ => s • u) u t := fun t =>
    ((hasDerivAt_id' t).smul_const u).congr_deriv (one_smul ℝ u)
  constructor
  · unfold LorentzMotion
    rw [Fin.forall_fin_two]
    refine ⟨fun t => ⟨hu t, 0, hasDerivAt_const t u, ?_⟩,
      fun t => ⟨(hu t).add_const (c • (u ⨯₃ B)), 0, hasDerivAt_const t u, ?_⟩⟩
    · simp
    · simp
  · intro t
    simp [Fin.sum_univ_two]

end

end PseudomomentumInMagneticField
```

```lean
#print axioms PseudomomentumInMagneticField.pseudomomentum_translate
-- 'PseudomomentumInMagneticField.pseudomomentum_translate' depends on axioms: [propext, Classical.choice, Quot.sound]
#print axioms PseudomomentumInMagneticField.neutral_pair_kinetic_energy
-- 'PseudomomentumInMagneticField.neutral_pair_kinetic_energy' depends on axioms: [propext, Classical.choice, Quot.sound]
```
